# Overlap bounds the difference of first-order energy errors from a shared Hermitian error matrix

Q: I compute a molecule's ground-state energy with and without a weak electric field and subtract. My Hamiltonian has an error $F$, the same in both runs. I expect most of the error to cancel because the two ground states are nearly the same vector. Can that be quantified?

A: You can bound what is left after the subtraction, to first order in $F$ and in a finite basis. For nearly equal states the bound is small compared with the spread of the eigenvalues of $F$, though not always compared with the errors themselves. Assume that neither ground state is degenerate. Let $u$ and $v$ be their unit state vectors, $s=|\langle u,v\rangle|$, and $m$, $M$ the smallest and largest eigenvalues of the Hermitian matrix $F$. To first order in $F$ the two energy errors are $E(u)$ and $E(v)$, where $E(x)=\langle x,Fx\rangle$, and
$$|E(u)-E(v)|\le (M-m)\sqrt{1-s^2}.$$

Q: Derive it for me.

A: Expanding $x$ in eigenvectors of $F$ gives $m\|x\|^2\le E(x)\le M\|x\|^2$. Now take $a,b$ with $\mathrm{Re}\langle a,b\rangle=0$, and set $g=\mathrm{Re}\langle a,Fb\rangle$. For real $t$,
$$E(\pm ta+b)=t^2E(a)\pm 2tg+E(b),\qquad \|\pm ta+b\|^2=t^2\|a\|^2+\|b\|^2.$$
Use the upper bound for $ta+b$ and the lower bound for $-ta+b$, then subtract:
$$4tg\le (M-m)(t^2\|a\|^2+\|b\|^2).$$
So $(M-m)\|a\|^2t^2-4gt+(M-m)\|b\|^2$ is never negative. Its discriminant is therefore at most zero, which gives $4g^2\le (M-m)^2\|a\|^2\|b\|^2$.

Q: Where do my two states enter?

A: Multiply $v$ by a phase to get $w$ with $\langle u,w\rangle=s$; then $E(w)=E(v)$. Put $a=u+w$ and $b=u-w$. These satisfy
$$\langle a,b\rangle=1-s+s-1=0,\quad \|a\|^2=2+2s,\quad \|b\|^2=2-2s.$$
The cross terms $-\langle u,Fw\rangle+\langle w,Fu\rangle$ have zero real part, since they involve complex conjugates, so $g=E(u)-E(v)$. Hence $4(E(u)-E(v))^2\le 4(M-m)^2(1-s^2)$, and the square root is the claim.

Q: Could a cleverer argument improve it?

A: Not with only $m$, $M$ and $s$ as input, if $m<M$. Let $e_m,e_M$ be unit eigenvectors for $m$ and $M$; they are orthogonal. With $r=\sqrt{1-s^2}$, $p=\sqrt{(1+r)/2}$ and $q=\sqrt{(1-r)/2}$, take $u=pe_M+qe_m$ and $v=qe_M+pe_m$. Both are unit vectors, their overlap is $2pq=\sqrt{1-r^2}=s$, and $E(u)-E(v)=(p^2-q^2)(M-m)=r(M-m)$.

Q: Give me numbers.

A: Take $F=\mathrm{diag}(5,1)$ in millihartree, $u=(1,0)$ and $v=(0.8,0.6)$. The overlap is $0.8$, so the bound is $4\cdot0.6=2.4$. The errors are $5$ and $0.64\cdot5+0.36\cdot1=3.56$, which differ by $1.44$. The pair $(\sqrt{0.8},\sqrt{0.2})$, $(\sqrt{0.2},\sqrt{0.8})$ has the same overlap, but errors $4.2$ and $1.8$: the difference is exactly $2.4$.

Q: And in my actual calculation, what is $F$?

A: Suppose you run full configuration interaction with density-fitted two-electron integrals, using the same orthonormal determinants at both field strengths. Then $F$ is the fitted Hamiltonian matrix minus the unfitted one, and the field term drops out of it. The overlap is the scalar product of the two coefficient vectors. A constant shift in $F$ moves $m$ and $M$ together and contributes nothing to the bound.

Q: Now the formal version. What are its states and errors?

A: A state is a function `n → ℂ` on a finite index type, that is, a coefficient vector in an orthonormal basis.

In Lean 4 with Mathlib:

```lean
import Mathlib

open Matrix
open scoped ComplexOrder

namespace OverlapErrorCancellation

variable {n : Type*} [Fintype n]
```

The product `star u ⬝ᵥ v` is $\langle u,v\rangle$, conjugate-linear in the first slot. The function $E$ is called `firstOrderError`:

```lean
/-- The real part of `⟨u, F u⟩`. For a unit vector `u` and Hermitian `F` this is the first-order
energy error of the state `u` caused by the Hamiltonian error `F`. -/
def firstOrderError (F : Matrix n n ℂ) (u : n → ℂ) : ℝ := (star u ⬝ᵥ F *ᵥ u).re
```

It is the first-order shift of an energy level when `u` is the unit eigenvector of a nondegenerate level of the Hamiltonian without $F$. For any other unit vector it is the error in the expectation value of the energy. The proofs also apply this function to unnormalised vectors, where it is simply a quadratic form.

Q: And $m$ and $M$?

A: They are the least and greatest elements of this set, expressed by `IsLeast` and `IsGreatest`:

```lean
/-- The real eigenvalues of `F`, each belonging to a normalised eigenvector. -/
def eigenvalueSet (F : Matrix n n ℂ) : Set ℝ :=
  {μ | ∃ x : n → ℂ, star x ⬝ᵥ x = 1 ∧ F *ᵥ x = (μ : ℂ) • x}
```

The main theorem, `error_difference_le`, assumes that $F$ is Hermitian, that $m$ and $M$ are these extremes, and that $u$ and $v$ are normalised. Neither vector has to be an eigenstate of anything.

Q: You take a real part. Does that hide an imaginary error?

A: No. Exchanging the states conjugates the matrix element, so the diagonal one is real:

```lean
/-- For Hermitian `F`, exchanging the two states conjugates the matrix element. -/
theorem matrixElement_star {F : Matrix n n ℂ} (hF : F.IsHermitian) (x y : n → ℂ) :
    star (star x ⬝ᵥ F *ᵥ y) = star y ⬝ᵥ F *ᵥ x := by
  rw [← Matrix.star_dotProduct, Matrix.star_mulVec, hF.eq, ← Matrix.dotProduct_mulVec]

/-- For Hermitian `F` the number `⟨u, F u⟩` is real, so it equals `firstOrderError F u`. -/
theorem firstOrderError_eq {F : Matrix n n ℂ} (hF : F.IsHermitian) (u : n → ℂ) :
    (firstOrderError F u : ℂ) = star u ⬝ᵥ F *ᵥ u :=
  Complex.conj_eq_iff_re.mp (matrixElement_star hF u u)
```

Q: How does the proof get the variational bounds?

A: It shows that $F-m$ is positive semidefinite. An eigenvector of $F-m$ with eigenvalue $\lambda$ is one of $F$ with eigenvalue $\lambda+m$, and $m\le\lambda+m$ gives $\lambda\ge0$.

```lean
/-- Variational lower bound: if no eigenvalue of the Hermitian matrix `F` lies below `m`,
then `⟨x, F x⟩` is at least `m ⟨x, x⟩`. -/
theorem lower_bound {F : Matrix n n ℂ} (hF : F.IsHermitian) {m : ℝ}
    (hm : m ∈ lowerBounds (eigenvalueSet F)) (x : n → ℂ) :
    m * (star x ⬝ᵥ x).re ≤ firstOrderError F x := by
  classical
  have hG : (F - (m : ℂ) • (1 : Matrix n n ℂ)).IsHermitian :=
    hF.sub (by simp [Matrix.IsHermitian, Matrix.conjTranspose_smul])
  -- the shifted matrix has no negative eigenvalue
  have hp : (F - (m : ℂ) • (1 : Matrix n n ℂ)).PosSemidef := by
    refine hG.posSemidef_iff_eigenvalues_nonneg.mpr (fun j => ?_)
    have h : (F - (m : ℂ) • (1 : Matrix n n ℂ)) *ᵥ (hG.eigenvectorBasis j).ofLp
        = hG.eigenvalues j • (hG.eigenvectorBasis j).ofLp := hG.mulVec_eigenvectorBasis j
    have h1 : star (hG.eigenvectorBasis j).ofLp ⬝ᵥ (hG.eigenvectorBasis j).ofLp = 1 := by
      have h2 := inner_self_eq_norm_sq_to_K (𝕜 := ℂ) (hG.eigenvectorBasis j)
      rw [hG.eigenvectorBasis.orthonormal.1 j, EuclideanSpace.inner_eq_star_dotProduct,
        dotProduct_comm] at h2
      simpa using h2
    have e : F *ᵥ (hG.eigenvectorBasis j).ofLp
        = ((hG.eigenvalues j + m : ℝ) : ℂ) • (hG.eigenvectorBasis j).ofLp := by
      rw [Matrix.sub_mulVec, Matrix.smul_mulVec, Matrix.one_mulVec, sub_eq_iff_eq_add] at h
      rw [h]
      ext i
      simp [add_mul]
    have h3 : m ≤ hG.eigenvalues j + m := hm ⟨_, h1, e⟩
    change 0 ≤ hG.eigenvalues j
    linarith
  have h := (Complex.le_def.mp (hp.dotProduct_mulVec_nonneg x)).1
  simp only [Matrix.sub_mulVec, Matrix.smul_mulVec, Matrix.one_mulVec, dotProduct_sub,
    dotProduct_smul, smul_eq_mul, Complex.sub_re, Complex.re_ofReal_mul, Complex.zero_re] at h
  unfold firstOrderError
  linarith
```

The upper bound is the lower one applied to $-F$.

```lean
/-- Variational upper bound: if no eigenvalue of the Hermitian matrix `F` lies above `M`,
then `⟨x, F x⟩` is at most `M ⟨x, x⟩`. -/
theorem upper_bound {F : Matrix n n ℂ} (hF : F.IsHermitian) {M : ℝ}
    (hM : M ∈ upperBounds (eigenvalueSet F)) (x : n → ℂ) :
    firstOrderError F x ≤ M * (star x ⬝ᵥ x).re := by
  have hneg : -M ∈ lowerBounds (eigenvalueSet (-F)) := by
    rintro μ ⟨y, hy, hFy⟩
    rw [Matrix.neg_mulVec] at hFy
    have e : F *ᵥ y = ((-μ : ℝ) : ℂ) • y := by
      rw [← neg_neg (F *ᵥ y), hFy]
      simp
    have h : -μ ≤ M := hM ⟨y, hy, e⟩
    linarith
  have h := lower_bound hF.neg hneg x
  simp only [firstOrderError, Matrix.neg_mulVec, dotProduct_neg, Complex.neg_re] at h
  unfold firstOrderError
  linarith
```

Q: Then the quadratic in $t$?

A: First comes the expansion of $E(ta+b)$:

```lean
/-- Expansion of the quadratic form `firstOrderError F` at `t a + b` with real `t`, for Hermitian
`F`: two diagonal terms and an interference term. -/
theorem firstOrderError_superposition {F : Matrix n n ℂ} (hF : F.IsHermitian)
    (a b : n → ℂ) (t : ℝ) :
    firstOrderError F ((t : ℂ) • a + b) = t ^ 2 * firstOrderError F a
      + 2 * t * (star a ⬝ᵥ F *ᵥ b).re + firstOrderError F b := by
  have h := congrArg Complex.re (matrixElement_star hF a b)
  simp only [Complex.star_def, Complex.conj_re] at h
  simp only [firstOrderError, star_add, star_smul, Matrix.mulVec_add, Matrix.mulVec_smul,
    add_dotProduct, dotProduct_add, smul_dotProduct, dotProduct_smul, smul_eq_mul,
    Complex.star_def, Complex.conj_ofReal, Complex.add_re, Complex.re_ofReal_mul]
  linear_combination (-t) * h
```

In the next proof, `hN` applies that expansion to the identity matrix to get the squared norm, `hq` subtracts the two variational bounds, and `discrim_le_zero` supplies the discriminant condition. For unit $a$ and $b$ the result reads $|\mathrm{Re}\langle a,Fb\rangle|\le(M-m)/2$.

```lean
/-- If the eigenvalues of the Hermitian matrix `F` lie between `m` and `M` and `Re ⟨a, b⟩ = 0`,
then `|Re ⟨a, F b⟩|` is at most `(M - m) / 2` times the norms of `a` and `b` (squared form). -/
theorem coupling_bound {F : Matrix n n ℂ} (hF : F.IsHermitian) {m M : ℝ}
    (hm : m ∈ lowerBounds (eigenvalueSet F)) (hM : M ∈ upperBounds (eigenvalueSet F))
    (a b : n → ℂ) (hab : (star a ⬝ᵥ b).re = 0) :
    4 * (star a ⬝ᵥ F *ᵥ b).re ^ 2
      ≤ (M - m) ^ 2 * ((star a ⬝ᵥ a).re * (star b ⬝ᵥ b).re) := by
  classical
  have hN : ∀ t : ℝ, (star ((t : ℂ) • a + b) ⬝ᵥ ((t : ℂ) • a + b)).re
      = t ^ 2 * (star a ⬝ᵥ a).re + (star b ⬝ᵥ b).re := by
    intro t
    have h := firstOrderError_superposition (Matrix.isHermitian_one (n := n) (α := ℂ)) a b t
    simp only [firstOrderError, Matrix.one_mulVec] at h
    rw [h, hab]
    ring
  -- a quadratic in `t` that is never negative has nonpositive discriminant
  have hq : ∀ t : ℝ, 0 ≤ ((M - m) * (star a ⬝ᵥ a).re) * (t * t)
      + (-4 * (star a ⬝ᵥ F *ᵥ b).re) * t + (M - m) * (star b ⬝ᵥ b).re := by
    intro t
    have h1 := upper_bound hF hM ((t : ℂ) • a + b)
    have h2 := lower_bound hF hm (((-t : ℝ) : ℂ) • a + b)
    rw [hN, firstOrderError_superposition hF] at h1 h2
    linarith
  have h := discrim_le_zero hq
  unfold discrim at h
  linarith
```

Q: What if the overlap vanishes, so that there is no phase to remove?

A: Then the phase factor is chosen as 1. Otherwise it is $\bar z/|z|$ with $z=\langle u,v\rangle$.

```lean
/-- For a unit vector `v` and any `u` there is a unit vector `w` with the same value of
`firstOrderError F` as `v`, whose overlap `⟨u, w⟩` is the real number `|⟨u, v⟩|`. -/
theorem exists_aligned (F : Matrix n n ℂ) (u v : n → ℂ) (hv : star v ⬝ᵥ v = 1) :
    ∃ w : n → ℂ, star w ⬝ᵥ w = 1 ∧ star u ⬝ᵥ w = (‖star u ⬝ᵥ v‖ : ℂ) ∧
      firstOrderError F w = firstOrderError F v := by
  have hphase : ∀ z : ℂ, ∃ c : ℂ, star c * c = 1 ∧ c * z = (‖z‖ : ℂ) := by
    intro z
    by_cases h : z = 0
    · exact ⟨1, by simp, by simp [h]⟩
    · have hz : (‖z‖ : ℂ) ≠ 0 := by simpa using h
      have h2 : star z * z = (‖z‖ : ℂ) ^ 2 := Complex.conj_mul' z
      have h3 : star (‖z‖ : ℂ) = (‖z‖ : ℂ) := Complex.conj_ofReal _
      refine ⟨star z / (‖z‖ : ℂ), ?_, ?_⟩
      · rw [star_div₀, star_star, h3, div_mul_div_comm, mul_comm z, h2, sq,
          div_self (mul_ne_zero hz hz)]
      · rw [div_mul_eq_mul_div, h2, sq, mul_div_assoc, div_self hz, mul_one]
  obtain ⟨c, hc, hcz⟩ := hphase (star u ⬝ᵥ v)
  refine ⟨c • v, ?_, ?_, ?_⟩
  · simp only [star_smul, smul_dotProduct, dotProduct_smul, smul_eq_mul, hv]
    linear_combination hc
  · rw [dotProduct_smul, smul_eq_mul, hcz]
  · have h : star (c • v) ⬝ᵥ F *ᵥ (c • v) = star v ⬝ᵥ F *ᵥ v := by
      simp only [star_smul, Matrix.mulVec_smul, smul_dotProduct, dotProduct_smul, smul_eq_mul]
      linear_combination (star v ⬝ᵥ F *ᵥ v) * hc
    rw [firstOrderError, h, firstOrderError]
```

The main proof computes the products of $u+w$ and $u-w$ in `h0`, `hA` and `hB`, identifies $g$ in `hD`, and takes the root at the end.

```lean
/-- Overlap controls cancellation: for a Hermitian error `F` with smallest and largest
eigenvalues `m` and `M`, the first-order errors of two unit vectors `u`, `v` differ by at most
`(M - m) √(1 - |⟨u, v⟩|²)`. -/
theorem error_difference_le {F : Matrix n n ℂ} (hF : F.IsHermitian) {m M : ℝ}
    (hm : IsLeast (eigenvalueSet F) m) (hM : IsGreatest (eigenvalueSet F) M)
    (u v : n → ℂ) (hu : star u ⬝ᵥ u = 1) (hv : star v ⬝ᵥ v = 1) :
    |firstOrderError F u - firstOrderError F v|
      ≤ (M - m) * √(1 - ‖star u ⬝ᵥ v‖ ^ 2) := by
  obtain ⟨w, hw, huw, hE⟩ := exists_aligned F u v hv
  have hmM : 0 ≤ M - m := sub_nonneg.mpr (hm.2 hM.1)
  generalize ‖star u ⬝ᵥ v‖ = s at huw ⊢
  have hwu : star w ⬝ᵥ u = (s : ℂ) := by
    rw [Matrix.star_dotProduct w u, huw]
    exact Complex.conj_ofReal s
  -- the sum and the difference of the aligned states
  have h0 : star (u + w) ⬝ᵥ (u - w) = 0 := by
    simp only [star_add, add_dotProduct, dotProduct_sub, hu, hw, huw, hwu]
    ring
  have hA : star (u + w) ⬝ᵥ (u + w) = ((2 + 2 * s : ℝ) : ℂ) := by
    simp only [star_add, add_dotProduct, dotProduct_add, hu, hw, huw, hwu]
    push_cast
    ring
  have hB : star (u - w) ⬝ᵥ (u - w) = ((2 - 2 * s : ℝ) : ℂ) := by
    simp only [star_sub, sub_dotProduct, dotProduct_sub, hu, hw, huw, hwu]
    push_cast
    ring
  have hD : (star (u + w) ⬝ᵥ F *ᵥ (u - w)).re
      = firstOrderError F u - firstOrderError F w := by
    have h := congrArg Complex.re (matrixElement_star hF u w)
    simp only [Complex.star_def, Complex.conj_re] at h
    simp only [firstOrderError, star_add, add_dotProduct, Matrix.mulVec_sub, dotProduct_sub,
      Complex.add_re, Complex.sub_re]
    linear_combination -h
  have key := coupling_bound hF hm.2 hM.2 (u + w) (u - w) (by rw [h0, Complex.zero_re])
  rw [hD, hA, hB, Complex.ofReal_re, Complex.ofReal_re, hE] at key
  have hsq : (firstOrderError F u - firstOrderError F v) ^ 2
      ≤ (M - m) ^ 2 * (1 - s ^ 2) := by linarith
  have h := Real.abs_le_sqrt hsq
  rwa [Real.sqrt_mul (sq_nonneg _), Real.sqrt_sq hmM] at h
```

Q: And the states that reach the bound?

A: Here `a` and `b` are the eigenvectors $e_m$ and $e_M$, no longer the general pair from before. `comb` gives all scalar products of their real mixtures, `err` gives the errors, and `hpq` is $2pq=s$.

```lean
/-- The bound is sharp at every overlap: if the smallest and largest eigenvalues `m < M` of a
Hermitian `F` differ, then for each `s` in `[0, 1]` some unit vectors with overlap modulus `s`
attain it. -/
theorem error_difference_sharp {F : Matrix n n ℂ} (hF : F.IsHermitian) {m M : ℝ}
    (hm : IsLeast (eigenvalueSet F) m) (hM : IsGreatest (eigenvalueSet F) M) (hlt : m < M)
    {s : ℝ} (hs0 : 0 ≤ s) (hs1 : s ≤ 1) :
    ∃ u v : n → ℂ, star u ⬝ᵥ u = 1 ∧ star v ⬝ᵥ v = 1 ∧ ‖star u ⬝ᵥ v‖ = s ∧
      firstOrderError F u - firstOrderError F v = (M - m) * √(1 - s ^ 2) := by
  obtain ⟨a, ha, haF⟩ := hm.1
  obtain ⟨b, hb, hbF⟩ := hM.1
  -- eigenvectors of different eigenvalues are orthogonal
  have hba : star b ⬝ᵥ a = 0 := by
    have h := matrixElement_star hF a b
    rw [haF, hbF, dotProduct_smul, dotProduct_smul, smul_eq_mul, smul_eq_mul, star_mul',
      ← Matrix.star_dotProduct b a, Complex.star_def, Complex.conj_ofReal] at h
    have hne : (M : ℂ) - (m : ℂ) ≠ 0 :=
      sub_ne_zero.mpr (fun h' => hlt.ne' (Complex.ofReal_injective h'))
    exact (mul_eq_zero.mp (by linear_combination h :
      ((M : ℂ) - (m : ℂ)) * (star b ⬝ᵥ a) = 0)).resolve_left hne
  have hab : star a ⬝ᵥ b = 0 := by rw [Matrix.star_dotProduct a b, hba, star_zero]
  have comb : ∀ p q p' q' : ℝ, star ((p : ℂ) • b + (q : ℂ) • a) ⬝ᵥ
      ((p' : ℂ) • b + (q' : ℂ) • a) = ((p * p' + q * q' : ℝ) : ℂ) := by
    intro p q p' q'
    simp only [star_add, star_smul, add_dotProduct, dotProduct_add, smul_dotProduct,
      dotProduct_smul, smul_eq_mul, ha, hb, hab, hba, Complex.star_def, Complex.conj_ofReal]
    push_cast
    ring
  have err : ∀ p q : ℝ, firstOrderError F ((p : ℂ) • b + (q : ℂ) • a)
      = p * (p * M) + q * (q * m) := by
    intro p q
    have h : F *ᵥ ((p : ℂ) • b + (q : ℂ) • a)
        = ((p * M : ℝ) : ℂ) • b + ((q * m : ℝ) : ℂ) • a := by
      simp only [Matrix.mulVec_add, Matrix.mulVec_smul, haF, hbF, smul_smul, Complex.ofReal_mul]
    rw [firstOrderError, h, comb, Complex.ofReal_re]
  -- mixing weights with `p² + q² = 1`, `p² - q² = r` and `2 p q = s`
  have hr2 : √(1 - s ^ 2) ^ 2 = 1 - s ^ 2 := Real.sq_sqrt (by nlinarith)
  have hr0 : 0 ≤ √(1 - s ^ 2) := Real.sqrt_nonneg _
  generalize √(1 - s ^ 2) = r at hr2 hr0 ⊢
  have hr1 : r ≤ 1 := by nlinarith [sq_nonneg s]
  have hp2 : √((1 + r) / 2) ^ 2 = (1 + r) / 2 := Real.sq_sqrt (by linarith)
  have hq2 : √((1 - r) / 2) ^ 2 = (1 - r) / 2 := Real.sq_sqrt (by linarith)
  have hp0 : 0 ≤ √((1 + r) / 2) := Real.sqrt_nonneg _
  have hq0 : 0 ≤ √((1 - r) / 2) := Real.sqrt_nonneg _
  generalize √((1 + r) / 2) = p at hp2 hp0
  generalize √((1 - r) / 2) = q at hq2 hq0
  have hpq : p * q + q * p = s := by
    refine (sq_eq_sq₀ (by positivity) hs0).mp ?_
    calc (p * q + q * p) ^ 2 = 4 * (p ^ 2 * q ^ 2) := by ring
      _ = 1 - r ^ 2 := by rw [hp2, hq2]; ring
      _ = s ^ 2 := by rw [hr2]; ring
  refine ⟨(p : ℂ) • b + (q : ℂ) • a, (q : ℂ) • b + (p : ℂ) • a, ?_, ?_, ?_, ?_⟩
  · rw [comb, show p * p + q * q = 1 by linarith, Complex.ofReal_one]
  · rw [comb, show q * q + p * p = 1 by linarith, Complex.ofReal_one]
  · rw [comb, hpq, Complex.norm_real, Real.norm_of_nonneg hs0]
  · rw [err, err]
    linear_combination (M - m) * (hp2 - hq2)

end OverlapErrorCancellation
```

```lean
#print axioms OverlapErrorCancellation.firstOrderError_eq
#print axioms OverlapErrorCancellation.error_difference_le
#print axioms OverlapErrorCancellation.error_difference_sharp
```

```
'OverlapErrorCancellation.firstOrderError_eq' depends on axioms: [propext, Classical.choice, Quot.sound]
'OverlapErrorCancellation.error_difference_le' depends on axioms: [propext, Classical.choice, Quot.sound]
'OverlapErrorCancellation.error_difference_sharp' depends on axioms: [propext, Classical.choice, Quot.sound]
```

Q: So the error of my field-induced energy shift is bounded?

A: Its first-order part is, but the bound can be loose. In a weak field it shrinks in proportion to the field strength, while the energy shift of a molecule without a permanent dipole moment shrinks with the square of the field strength, so the bound can exceed the shift itself. The step from the first-order part to the full error is yours to justify: the terms of second and higher order in $F$ must leave only a small difference between the two runs, which can fail when another level lies close to the ground state. The error matrix must also be the same in both runs, so a change of geometry that changes $F$ needs a separate estimate.

Q: And for an excitation energy?

A: Two different eigenstates of one Hamiltonian can be taken orthogonal. Then $s=0$ and the bound is the full width $M-m$, so overlap promises no cancellation there.
